# Spin-orbit projectors for six p-like valence states: a quartet and a doublet

In units with ħ = 1, let X = L·σ couple the orbital angular momentum of three p-like orbitals to a spin one-half. On the resulting six states,

X² + X − 2 = 0,

and the matrices

P₄ = (2 + X)/3, P₂ = (1 − X)/3

are Hermitian projectors with P₄P₂ = 0, P₄ + P₂ = 1, tr P₄ = 4 and tr P₂ = 2. They select the valence quartet and the split-off doublet. If the three orbitals are degenerate before spin-orbit coupling, as in an unstrained zinc-blende crystal, and the six zone-centre states are described by the Hamiltonian E + (Δ/3)X with Δ ≠ 0, the projectors give the level energies and degeneracies without an explicit diagonalisation.

```lean
import Mathlib

open Matrix Complex
open scoped Kronecker

namespace KaneValenceProjectors

noncomputable section
```

## Three orbitals and a spin

The axes x, y, z are numbered 0, 1, 2, and addition of axis labels is modulo 3, so that a, a+1, a+2 always run in cyclic order. The Levi-Civita symbol is then

ε_aij = 1 if (i, j) = (a+1, a+2),

ε_aij = −1 if (i, j) = (a+2, a+1),

and zero otherwise. In Lean an axis is an element of `Fin 3`, whose addition wraps around in the same way.

```lean
/-- The Levi-Civita symbol on three cyclically ordered axes. -/
def levi (a i j : Fin 3) : ℂ :=
  if i = a + 1 ∧ j = a + 2 then 1 else if i = a + 2 ∧ j = a + 1 then -1 else 0
```

In units with ħ = 1, the orbital angular momentum in the real basis p_x, p_y, p_z has the entries

(L_a)_ij = −i ε_aij.

For the zone-centre valence orbitals of a zinc-blende crystal this is an effective angular momentum. Under the tetrahedral point group of the crystal these orbitals transform like p functions, without being atomic ones.

```lean
/-- Orbital angular momentum of the p-like valence orbitals, with entries `-i ε_aij`. -/
def orbital (a : Fin 3) : Matrix (Fin 3) (Fin 3) ℂ :=
  Matrix.of fun i j => -I * levi a i j
```

The spin matrices σ_a are the Pauli matrices, with spin up as state 0 and spin down as state 1.

```lean
/-- The three Pauli matrices. -/
def pauli : Fin 3 → Matrix (Fin 2) (Fin 2) ℂ :=
  ![!![0, 1; 1, 0], !![0, -I; I, 0], !![1, 0; 0, -1]]
```

The coupling is

X = Σ_a L_a ⊗ σ_a.

It contains σ and not the spin S = σ/2, so X = 2 L·S. The definition accepts three orbital matrices of any size `n`. A state is labelled by a pair (orbital, spin), and `⊗ₖ` is the Kronecker product, which multiplies the orbital entry by the spin entry.

```lean
/-- The coupling `L · σ` of three orbital matrices to a spin one-half. -/
def spinOrbit {n : Type*} (L : Fin 3 → Matrix n n ℂ) :
    Matrix (n × Fin 2) (n × Fin 2) ℂ :=
  ∑ a, L a ⊗ₖ pauli a
```

For the p orbitals the index type is `Fin 3 × Fin 2`, which has six elements. The two candidate projectors are written down directly as matrices. Their names state what they will turn out to be; the definitions assume nothing about it.

```lean
/-- The matrix `(2 + L · σ) / 3` on the six valence states. -/
def quartet : Matrix (Fin 3 × Fin 2) (Fin 3 × Fin 2) ℂ :=
  (1 / 3 : ℂ) • ((2 : ℂ) • 1 + spinOrbit orbital)

/-- The matrix `(1 - L · σ) / 3` on the six valence states. -/
def doublet : Matrix (Fin 3 × Fin 2) (Fin 3 × Fin 2) ℂ :=
  (1 / 3 : ℂ) • (1 - spinOrbit orbital)
```

The total angular momentum is

J_a = L_a ⊗ 1 + (1/2) 1 ⊗ σ_a.

```lean
/-- Total angular momentum `J = L + σ / 2` of the valence states. -/
def total (a : Fin 3) : Matrix (Fin 3 × Fin 2) (Fin 3 × Fin 2) ℂ :=
  orbital a ⊗ₖ 1 + (1 / 2 : ℂ) • (1 ⊗ₖ pauli a)
```

The zone-centre Hamiltonian is

H = E + (Δ/3) X,

with real E and Δ. Here E is the common energy of the orbitals before spin-orbit coupling. The constant Δ stands for the strength of the spin-orbit interaction among the three orbitals, which cubic symmetry reduces to a single number. Both are inputs, and this form of H is postulated. Kane's band model also has a conduction band and momentum-dependent couplings; H describes only its valence block at zero wavevector, without strain or remote bands.

```lean
/-- The valence Hamiltonian `E + (Δ/3) L · σ` at the zone centre, with band energy `E` and
spin-orbit parameter `Δ`. -/
def hamiltonian (E Δ : ℝ) : Matrix (Fin 3 × Fin 2) (Fin 3 × Fin 2) ℂ :=
  (E : ℂ) • 1 + ((Δ : ℂ) / 3) • spinOrbit orbital
```

## A quadratic identity for any angular momentum

Multiplying the Pauli matrices row by column, with rows separated by semicolons, gives

σ₀σ₁ = [i, 0; 0, −i] = iσ₂,

σ₁σ₂ = [0, i; i, 0] = iσ₀,

σ₂σ₀ = [0, 1; −1, 0] = iσ₁.

Taking adjoints reverses the order and turns i into −i, and each σ_a² is 1. Lean checks the same products entry by entry: `fin_cases` runs through the axes and matrix positions, and `simp` evaluates each entry.

```lean
/-- Each Pauli matrix squares to one, and the product of two different ones is
`± i` times the third. -/
theorem pauli_products (a : Fin 3) :
    pauli a * pauli a = 1 ∧ pauli (a + 1) * pauli (a + 2) = I • pauli a ∧
      pauli (a + 2) * pauli (a + 1) = (-I) • pauli a := by
  refine ⟨?_, ?_, ?_⟩ <;> fin_cases a <;> ext i j <;> fin_cases i <;> fin_cases j <;>
    simp [pauli, Matrix.mul_apply, Fin.sum_univ_succ]
```

Now let L₀, L₁, L₂ be square matrices of any finite size that satisfy

L_{a+1}L_{a+2} − L_{a+2}L_{a+1} = iL_a.

These three cyclic relations are the usual [L_a, L_b] = iε_abc L_c; the remaining cases follow by antisymmetry. Squaring X gives

X² = Σ_ab L_aL_b ⊗ σ_aσ_b.

The terms with a = b contribute L² ⊗ 1, where L² = Σ_a L_a². The terms with a ≠ b group into pairs that share the same third Pauli matrix:

L_{a+1}L_{a+2} ⊗ iσ_a + L_{a+2}L_{a+1} ⊗ (−i)σ_a = i[L_{a+1}, L_{a+2}] ⊗ σ_a = −L_a ⊗ σ_a.

Summed over a, these pairs give −X, and therefore

X² + X = L² ⊗ 1.

The commutation relations enter the theorem as the hypothesis `hL`. The proof turns them into the reordering rules `h0`, `h1` and `h2`, which replace L₁L₂, for example, by iL₀ + L₂L₁. The `simp only` call expands the square, combines products of Kronecker products and applies the Pauli rules. What remains is a linear identity between matrices, which `module` settles.

```lean
/-- For angular momentum matrices of any size, `(L · σ)² + L · σ = L²`. -/
theorem spinOrbit_sq_add {n : Type*} [Fintype n] [DecidableEq n]
    (L : Fin 3 → Matrix n n ℂ)
    (hL : ∀ a, L (a + 1) * L (a + 2) - L (a + 2) * L (a + 1) = I • L a) :
    spinOrbit L * spinOrbit L + spinOrbit L =
      (∑ a, L a * L a) ⊗ₖ (1 : Matrix (Fin 2) (Fin 2) ℂ) := by
  -- the commutation relations, written as reordering rules
  have h0 : L 1 * L 2 = I • L 0 + L 2 * L 1 := sub_eq_iff_eq_add.mp (hL 0)
  have h1 : L 2 * L 0 = I • L 1 + L 0 * L 2 := sub_eq_iff_eq_add.mp (hL 1)
  have h2 : L 0 * L 1 = I • L 2 + L 1 * L 0 := sub_eq_iff_eq_add.mp (hL 2)
  obtain ⟨s0, p0, q0⟩ := pauli_products 0
  obtain ⟨s1, p1, q1⟩ := pauli_products 1
  obtain ⟨s2, p2, q2⟩ := pauli_products 2
  change pauli 1 * pauli 2 = _ at p0
  change pauli 2 * pauli 1 = _ at q0
  change pauli 2 * pauli 0 = _ at p1
  change pauli 0 * pauli 2 = _ at q1
  change pauli 0 * pauli 1 = _ at p2
  change pauli 1 * pauli 0 = _ at q2
  -- the antisymmetric part of the product leaves `-L · σ`
  simp only [spinOrbit, Fin.sum_univ_three, add_mul, mul_add, ← Matrix.mul_kronecker_mul,
    s0, s1, s2, p0, p1, p2, q0, q1, q2, h0, h1, h2, Matrix.add_kronecker,
    Matrix.smul_kronecker, Matrix.kronecker_smul, smul_add, smul_smul, I_mul_I]
  module
```

The smallest case with any states has a single orbital. Numbers commute, so the hypothesis forces every L_a to vanish, and the identity reads 0 = 0. This is an s-like level: its two spin states are not split by L·σ.

## The p orbitals have L² = 2

To apply the identity, the matrices −iε_aij must satisfy the commutation relations. Let U_ij be the matrix with a 1 in row i and column j and zeros elsewhere. Then

L_a = −i(U_{a+1,a+2} − U_{a+2,a+1}).

In each product of two different L's only one term survives:

L_{a+1}L_{a+2} = −U_{a+2,a+1},

L_{a+2}L_{a+1} = −U_{a+1,a+2}.

Their difference is U_{a+1,a+2} − U_{a+2,a+1} = iL_a, as required. Lean compares the entries for each axis.

```lean
/-- The p-orbital matrices `-i ε_aij` obey the angular momentum commutation relations. -/
theorem orbital_commutator_witness (a : Fin 3) :
    orbital (a + 1) * orbital (a + 2) - orbital (a + 2) * orbital (a + 1) =
      I • orbital a := by
  fin_cases a <;> ext i j <;> fin_cases i <;> fin_cases j <;>
    simp [orbital, levi, Matrix.mul_apply]
```

The squares follow from

(L_a²)_ij = −Σ_k ε_aik ε_akj = Σ_k ε_aik ε_ajk.

This is the identity matrix with its a-th diagonal entry replaced by zero. Adding the three squares leaves each diagonal entry equal to 2, so

L² = 2 = l(l + 1) with l = 1.

```lean
/-- The p orbitals have `L² = 2`. -/
theorem orbital_sq : ∑ a, orbital a * orbital a = (2 : ℂ) • 1 := by
  rw [Fin.sum_univ_three]
  ext i j
  fin_cases i <;> fin_cases j <;>
    simp [orbital, levi, Matrix.mul_apply] <;> norm_num
```

Inserting this value into X² + X = L² ⊗ 1 gives

X² + X − 2 = (X − 1)(X + 2) = 0.

The Lean proof makes the same substitution, with the general identity applied to `orbital`. The number 2 appears as `(2 : ℂ) • 1`, twice the six-dimensional identity matrix.

```lean
/-- On the six valence states, `X = L · σ` obeys `X² + X - 2 = 0`. -/
theorem valence_quadratic :
    spinOrbit orbital * spinOrbit orbital + spinOrbit orbital - (2 : ℂ) • 1 = 0 := by
  rw [spinOrbit_sq_add orbital orbital_commutator_witness, orbital_sq,
    Matrix.smul_kronecker, Matrix.one_kronecker_one, sub_self]
```

## Projectors of trace four and two

Two more properties of X are needed. Complex conjugation and transposition give

(L_a†)_ij = iε_aji = −iε_aij = (L_a)_ij,

and the Pauli matrices are Hermitian as well, so X† = X. The trace of a Kronecker product is the product of the traces. Since tr σ_a = 0,

tr X = Σ_a tr L_a · tr σ_a = 0.

In the proof, `hL`, `hs` and `ht` record the Hermiticity of L_a, the Hermiticity of σ_a and the vanishing trace of σ_a.

```lean
/-- The coupling `L · σ` of the valence states is Hermitian and traceless. -/
theorem valence_hermitian_traceless :
    (spinOrbit orbital)ᴴ = spinOrbit orbital ∧ (spinOrbit orbital).trace = 0 := by
  have hL : ∀ a, (orbital a)ᴴ = orbital a := by
    intro a
    fin_cases a <;> ext i j <;> fin_cases i <;> fin_cases j <;> simp [orbital, levi]
  have hs : ∀ a, (pauli a)ᴴ = pauli a := by
    intro a
    fin_cases a <;> ext i j <;> fin_cases i <;> fin_cases j <;> simp [pauli]
  have ht : ∀ a, (pauli a).trace = 0 := by
    intro a
    fin_cases a <;> simp [pauli, Matrix.trace_fin_two]
  constructor
  · simp only [spinOrbit, Matrix.conjTranspose_sum, Matrix.conjTranspose_kronecker, hL, hs]
  · simp only [spinOrbit, Matrix.trace_sum, Matrix.trace_kronecker, ht, mul_zero,
      Finset.sum_const_zero]
```

The quadratic equation lets every X² be replaced by 2 − X:

P₄² = (4 + 4X + X²)/9 = (6 + 3X)/9 = P₄,

P₂² = (1 − 2X + X²)/9 = (3 − 3X)/9 = P₂,

P₄P₂ = (2 − X − X²)/9 = 0,

P₄ + P₂ = (2 + X + 1 − X)/3 = 1.

Both matrices are Hermitian because X is and the coefficients are real. The identity on six states has trace 6, so

tr P₄ = (2·6 + 0)/3 = 4,

tr P₂ = (6 − 0)/3 = 2.

The trace of a projector is the dimension of the space onto which it projects, which is how the numbers 4 and 2 become degeneracies.

The theorem collects these statements in one conjunction, with `ᴴ` for the adjoint. Its local equation `hX` is the replacement rule X² = 2 − X. It is used in the two squares and the mixed product, and `module` then compares the coefficients of 1 and X.

```lean
/-- `(2 + L · σ) / 3` and `(1 - L · σ) / 3` are complementary orthogonal projectors
of trace 4 and 2. -/
theorem valence_projectors :
    (quartetᴴ = quartet ∧ quartet * quartet = quartet ∧ quartet.trace = 4) ∧
    (doubletᴴ = doublet ∧ doublet * doublet = doublet ∧ doublet.trace = 2) ∧
    quartet * doublet = 0 ∧ quartet + doublet = 1 := by
  obtain ⟨hH, hT⟩ := valence_hermitian_traceless
  have hX : spinOrbit orbital * spinOrbit orbital = (2 : ℂ) • 1 - spinOrbit orbital :=
    eq_sub_of_add_eq (sub_eq_zero.mp valence_quadratic)
  unfold quartet doublet
  refine ⟨⟨?_, ?_, ?_⟩, ⟨?_, ?_, ?_⟩, ?_, ?_⟩
  · simp [Matrix.conjTranspose_smul, hH]
  · simp only [smul_mul_assoc, mul_smul_comm, add_mul, mul_add, one_mul, mul_one, hX]
    module
  · simp only [Matrix.trace_smul, Matrix.trace_add, hT, Matrix.trace_one]
    norm_num
  · simp [Matrix.conjTranspose_smul, hH]
  · simp only [smul_mul_assoc, mul_smul_comm, sub_mul, mul_sub, one_mul, mul_one, hX]
    module
  · simp only [Matrix.trace_smul, Matrix.trace_sub, hT, Matrix.trace_one]
    norm_num
  · simp only [smul_mul_assoc, mul_smul_comm, add_mul, mul_sub, one_mul, mul_one, hX]
    module
  · module
```

## Which total angular momentum each level carries

The orbital and spin parts of J commute, so

J² = L² + X + (1/4)Σ_a σ_a² = 2 + X + 3/4 = 11/4 + X.

From the definitions, X = P₄ − 2P₂. Together with 1 = P₄ + P₂ this gives

J² = (11/4 + 1)P₄ + (11/4 − 2)P₂ = (15/4)P₄ + (3/4)P₂.

Since j(j + 1) equals 15/4 for j = 3/2 and 3/4 for j = 1/2, the quartet has j = 3/2 and the doublet has j = 1/2. The theorem is the operator identity for J²; it does not construct the individual states with definite J_z.

In the proof, `c` is the equation L² = 2 carried over to the six-state space. After the squares have been expanded, `linear_combination` uses `c` to remove L², and the rest is a comparison of coefficients.

```lean
/-- The squared total angular momentum is `15/4` on the quartet and `3/4` on the doublet. -/
theorem total_sq :
    ∑ a, total a * total a = (15 / 4 : ℂ) • quartet + (3 / 4 : ℂ) • doublet := by
  have c := congrArg (fun M => M ⊗ₖ (1 : Matrix (Fin 2) (Fin 2) ℂ)) orbital_sq
  simp only [Fin.sum_univ_three, Matrix.add_kronecker, Matrix.smul_kronecker,
    Matrix.one_kronecker_one] at c
  -- expand `(L + σ/2)²` and insert `L² = 2` and `σ² = 3`
  simp only [total, quartet, doublet, spinOrbit, Fin.sum_univ_three, add_mul, mul_add,
    smul_mul_assoc, mul_smul_comm, ← Matrix.mul_kronecker_mul, one_mul, mul_one,
    (pauli_products _).1, Matrix.one_kronecker_one]
  linear_combination (norm := module) c
```

## Energies of the quartet and the doublet

The same substitution in the Hamiltonian gives

H = E(P₄ + P₂) + (Δ/3)(P₄ − 2P₂) = (E + Δ/3)P₄ + (E − 2Δ/3)P₂.

The levels are separated by |Δ|, and for positive Δ the quartet lies above the doublet. The decomposition itself is linear in X, so `module` proves it after the definitions are unfolded. The projector theorem is what allows the two coefficients to be read as energies.

```lean
/-- The valence Hamiltonian `E + (Δ/3) L · σ` has energy `E + Δ/3` on the quartet and `E - 2Δ/3` on
the doublet. -/
theorem hamiltonian_decomposition (E Δ : ℝ) :
    hamiltonian E Δ =
      ((E : ℂ) + (Δ : ℂ) / 3) • quartet + ((E : ℂ) - 2 * (Δ : ℂ) / 3) • doublet := by
  unfold hamiltonian quartet doublet
  module

end

end KaneValenceProjectors
```

## The state p_z with spin up, in numbers

Take E = 0 and Δ = 0.3 eV, values chosen for easy arithmetic. The quartet lies at 0.1 eV and the doublet at −0.2 eV. Their average weighted by degeneracy is (4·0.1 − 2·0.2)/6 = 0 eV, which is E.

The state p_z↑ belongs to neither level. The matrices give

L₀p_z = −i p_y, L₁p_z = i p_x, L₂p_z = 0,

σ₀↑ = ↓, σ₁↑ = i↓.

Hence

X p_z↑ = −(p_x + i p_y)↓,

P₄ p_z↑ = [2p_z↑ − (p_x + i p_y)↓]/3,

P₂ p_z↑ = [p_z↑ + (p_x + i p_y)↓]/3.

The squared norms are (4 + 1 + 1)/9 = 2/3 and (1 + 1 + 1)/9 = 1/3, so p_z↑ has two thirds of its weight in the quartet and one third in the doublet. Its mean energy is (2/3)(0.1) + (1/3)(−0.2) = 0 eV. The normalised doublet component is [p_z↑ + (p_x + i p_y)↓]/√3.

```lean
#print axioms KaneValenceProjectors.valence_projectors
#print axioms KaneValenceProjectors.total_sq
#print axioms KaneValenceProjectors.hamiltonian_decomposition
```

```
'KaneValenceProjectors.valence_projectors' depends on axioms: [propext, Classical.choice, Quot.sound]
'KaneValenceProjectors.total_sq' depends on axioms: [propext, Classical.choice, Quot.sound]
'KaneValenceProjectors.hamiltonian_decomposition' depends on axioms: [propext, Classical.choice, Quot.sound]
```
